# The Marcus rate from a Gaussian golden-rule integral, with detailed balance and the inverted region

Q: Here is what worries me. Suppose I simulate charge hopping between two sites and take both rates from a Gaussian lineshape whose width I fitted separately from its centre. If the width is wrong, the populations settle at the wrong temperature. With a reorganisation energy of 1, an inverse temperature of 4 and a reaction free energy of $-1/2$, the product should be favoured by $e^{2}\approx 7.39$. Double the Gaussian coefficient in the time integral and the ratio drops to $e\approx 2.72$, as if the bath were twice as hot. Does your formal statement see this failure, or does it only evaluate an integral?

A: It sees it. Let $V$ be the electronic coupling, $\lambda$ the reorganisation energy, $G$ the reaction free energy and $\beta$ the inverse temperature, in units with $\hbar=1$. Let $D$ be the strength of the Gaussian dephasing. The rate is

$$k(G)=V^2\int_{-\infty}^{\infty} e^{-Dt^2-i(\lambda+G)t}\,dt .$$

Here $D$ is a free parameter, so a mismatched width can be written down and tested. The classical thermal bath is the case $D=\lambda/\beta$.

```lean
import Mathlib

open Complex MeasureTheory GaussianFourier
open scoped Real

namespace GoldenRuleElectronTransfer

noncomputable section

/-- The golden-rule transfer rate: the squared coupling `V ^ 2` times the time integral of a
correlation function with Gaussian dephasing `D`, reorganisation energy `lam` and
reaction free energy `G` (units with `ħ = 1`). -/
def rate (V D lam G : ℝ) : ℂ :=
  (V : ℂ) ^ 2 * ∫ t : ℝ, cexp (-((D : ℂ) * (t : ℂ) ^ 2) - I * ((lam : ℂ) + G) * t)
```

Q: Your `rate` is a complex number. A rate should be real and positive.

A: The definition records the time integral as it is written in the golden rule, and that integrand is complex. The arguments `V`, `D`, `lam` and `G` are real numbers, with `lam` standing for $\lambda$. That the result is real is then proved. Write $a=\lambda+G$ and complete the square:

$$-Dt^2-iat=-D\left(t+\frac{ia}{2D}\right)^2-\frac{a^2}{4D}.$$

For $D>0$ the line of integration can be shifted back to the real axis: the integrand is entire and vanishes on the distant vertical sides of the contour. What remains is the ordinary Gaussian integral $\int e^{-Dt^2}dt=\sqrt{\pi/D}$, so

$$k(G)=V^2\sqrt{\frac{\pi}{D}}\;e^{-(\lambda+G)^2/(4D)} .$$

The right-hand side of the next theorem is a real expression cast into the complex numbers, which is how Lean says that the imaginary part is zero. The rate is positive whenever $V\neq0$.

```lean
/-- For any positive dephasing strength the time integral is a real Gaussian in the
reaction free energy, centred at `G = -lam`. -/
theorem rate_eq_gaussian {D : ℝ} (hD : 0 < D) (V lam G : ℝ) :
    rate V D lam G =
      ((V ^ 2 * Real.sqrt (π / D) * Real.exp (-(lam + G) ^ 2 / (4 * D)) : ℝ) : ℂ) := by
  have h := integral_cexp_quadratic (b := -(D : ℂ)) (by simpa using hD)
    (-(I * ((lam : ℂ) + G))) 0
  -- bring the exponent to the standard quadratic form
  have h0 : (∫ t : ℝ, cexp (-((D : ℂ) * (t : ℂ) ^ 2) - I * ((lam : ℂ) + G) * t)) =
      ∫ t : ℝ, cexp (-(D : ℂ) * (t : ℂ) ^ 2 + -(I * ((lam : ℂ) + G)) * t + 0) := by
    congr 1
    ext t
    congr 1
    ring
  have hs : ((Real.sqrt (π / D) : ℝ) : ℂ) = ((π : ℂ) / D) ^ (1 / 2 : ℂ) := by
    rw [Real.sqrt_eq_rpow, Complex.ofReal_cpow (by positivity)]
    simp
  have hx : 0 - (-(I * ((lam : ℂ) + G))) ^ 2 / (4 * -(D : ℂ)) =
      ((-(lam + G) ^ 2 / (4 * D) : ℝ) : ℂ) := by
    rw [neg_sq, mul_pow, I_sq]
    push_cast
    ring
  unfold rate
  rw [h0, h, neg_neg, hx, ← hs]
  push_cast
  ring
```

Q: Where is the contour shift in that proof?

A: Inside Mathlib's `integral_cexp_quadratic`, which integrates the exponential of a complex quadratic when the real part of its leading coefficient is negative. The hypothesis `hD` supplies that sign. The step `h0` puts our exponent into the library's form, `hx` evaluates the completed-square term using $i^2=-1$, and `hs` identifies the complex power $1/2$ with the real square root. Nothing is required of $\lambda$ at this stage, not even its sign.

Q: And the Marcus formula?

A: Substitute $D=\lambda/\beta$ with $\lambda,\beta>0$. Then $\pi/D=\pi\beta/\lambda$ and $4D=4\lambda/\beta$, which gives

$$k(G)=V^2\sqrt{\frac{\pi\beta}{\lambda}}\;\exp\left(-\frac{\beta(\lambda+G)^2}{4\lambda}\right).$$

The Lean proof makes the same two substitutions, `h1` in the prefactor and `h2` in the exponent.

```lean
/-- The Marcus rate: with thermal dephasing `lam / beta`, the golden-rule time integral equals
`V ^ 2 * sqrt (π * beta / lam) * exp (-beta * (lam + G) ^ 2 / (4 * lam))`. -/
theorem marcus_rate {lam beta : ℝ} (hl : 0 < lam) (hb : 0 < beta) (V G : ℝ) :
    rate V (lam / beta) lam G =
      ((V ^ 2 * Real.sqrt (π * beta / lam) *
        Real.exp (-beta * (lam + G) ^ 2 / (4 * lam)) : ℝ) : ℂ) := by
  have h1 : π / (lam / beta) = π * beta / lam := by
    field_simp
  have h2 : -(lam + G) ^ 2 / (4 * (lam / beta)) = -beta * (lam + G) ^ 2 / (4 * lam) := by
    field_simp
  rw [rate_eq_gaussian (div_pos hl hb), h1, h2]
```

Q: So the thermal width was put in by hand. What physics does it stand for?

A: It stands for a classical bath that responds linearly and moves slowly compared with the dephasing. In such a bath the energy gap between the two electronic states has thermal variance $2\lambda/\beta$, and a Gaussian gap of variance $\sigma^2$ that stays nearly constant while the coherence decays dephases as $e^{-\sigma^2t^2/2}$. Hence $D=\lambda/\beta$. The file contains no bath Hamiltonian and does not derive this relation from one. It does show that detailed balance forces it within the Gaussian family.

Q: Forces it how? I would expect detailed balance to be a consequence of the relation, not a test for it.

A: It is both. The backward reaction has free energy $-G$, with the same $V$, $D$ and $\lambda$. Detailed balance asks for $k(G)=e^{-\beta G}k(-G)$. When $V\neq0$ the common prefactor cancels, and since the real exponential is injective, the condition becomes

$$-\frac{(\lambda+G)^2}{4D}=-\beta G-\frac{(\lambda-G)^2}{4D}.$$

Because $(\lambda+G)^2-(\lambda-G)^2=4\lambda G$, this is $\lambda G/D=\beta G$, or

$$G(\beta D-\lambda)=0 .$$

For $G\neq0$ it holds exactly when $\beta D=\lambda$. A single nonzero free energy therefore decides the matter.

```lean
/-- For nonzero coupling and positive dephasing strength, the forward and backward rates at a
nonzero reaction free energy obey detailed balance at inverse temperature `beta` exactly when the
dephasing strength and the reorganisation energy satisfy `beta * D = lam`. -/
theorem detailed_balance_iff {V D G : ℝ} (hV : V ≠ 0) (hD : 0 < D) (hG : G ≠ 0)
    (lam beta : ℝ) :
    rate V D lam G = ((Real.exp (-beta * G) : ℝ) : ℂ) * rate V D lam (-G) ↔
      beta * D = lam := by
  have hA : 0 < V ^ 2 * Real.sqrt (π / D) := by positivity
  rw [rate_eq_gaussian hD, rate_eq_gaussian hD, ← Complex.ofReal_mul, Complex.ofReal_inj]
  constructor
  · intro h
    -- cancel the common prefactor and compare exponents
    have h' : Real.exp (-(lam + G) ^ 2 / (4 * D)) =
        Real.exp (-beta * G + -(lam + -G) ^ 2 / (4 * D)) := by
      apply mul_left_cancel₀ hA.ne'
      rw [Real.exp_add]
      linear_combination h
    have e := Real.exp_injective h'
    have h4 : 4 * D ≠ 0 := by positivity
    have h1 : -(lam + G) ^ 2 / (4 * D) * (4 * D) = -(lam + G) ^ 2 := div_mul_cancel₀ _ h4
    have h2 : -(lam + -G) ^ 2 / (4 * D) * (4 * D) = -(lam + -G) ^ 2 := div_mul_cancel₀ _ h4
    have h3 : G * (beta * D - lam) = 0 := by
      linear_combination D * e - h1 / 4 + h2 / 4
    exact sub_eq_zero.mp ((mul_eq_zero.mp h3).resolve_left hG)
  · intro h
    have h' : Real.exp (-(lam + G) ^ 2 / (4 * D)) =
        Real.exp (-beta * G) * Real.exp (-(lam + -G) ^ 2 / (4 * D)) := by
      rw [← Real.exp_add, ← h]
      congr 1
      field_simp
      ring
    rw [h']
    ring
```

The forward direction of the proof follows these lines: `mul_left_cancel₀` removes the prefactor, `Real.exp_injective` compares exponents, and `h3` is the factored equation above. The reverse direction replaces $\lambda$ by $\beta D$ and checks that the exponents agree.

Q: Then my mismatched simulation has a definite diagnosis?

A: Yes. The Gaussian formula gives $k(G)/k(-G)=e^{-\lambda G/D}$, so the two-site populations equilibrate at the inverse temperature $\lambda/D$. Your doubled $D$ halves it. For hopping simulations that use weak-coupling rates with a classical Gaussian bath, comparing $\beta D$ with $\lambda$ is a direct consistency check.

Q: Why insist on $G\neq0$? A symmetric reaction is a perfectly good reaction.

A: It is, but it cannot reveal the temperature. Take $V=1$, $D=1$, $\lambda=1$, $\beta=2$ and $G=0$. Detailed balance reads $k(0)=k(0)$, which is true, while $\beta D=2$ and $\lambda=1$. Without the hypothesis the equivalence would be false.

For the thermal width, detailed balance holds at every $G$, zero included. The next proof treats $G=0$ separately and otherwise uses the equivalence. It carries the assumption $V\neq0$ because the equivalence needs it; at $V=0$ both sides of the balance equation are simply zero.

```lean
/-- The Marcus rate obeys detailed balance, `k(G) = exp (-beta * G) * k(-G)`, at every
reaction free energy. -/
theorem marcus_detailed_balance {V lam beta : ℝ} (hV : V ≠ 0) (hl : 0 < lam)
    (hb : 0 < beta) (G : ℝ) :
    rate V (lam / beta) lam G =
      ((Real.exp (-beta * G) : ℝ) : ℂ) * rate V (lam / beta) lam (-G) := by
  by_cases hG : G = 0
  · subst hG
    simp
  · exact (detailed_balance_iff hV (div_pos hl hb) hG lam beta).mpr (by field_simp)
```

Q: Now the inverted region. I see no derivative and no maximum anywhere in the file.

A: Neither is needed. Two reactions with the same $V$, $D$ and $\lambda$ share a prefactor, so only their exponents matter. For $V\neq0$ and $D>0$,

$$k(G_1)<k(G_2)\iff(\lambda+G_2)^2<(\lambda+G_1)^2\iff|\lambda+G_2|<|\lambda+G_1| .$$

Put $G_2=-\lambda$. The right-hand side becomes $0<|\lambda+G_1|$, which is true for every $G_1\neq-\lambda$, so the rate has its unique maximum at $G=-\lambda$. Next take $G_1<G_2\le-\lambda$. Then $G_1$ lies further from $-\lambda$ and its rate is smaller: making the reaction more exergonic slows it down. That is the inverted region.

```lean
/-- Of two reactions with the same nonzero coupling, the same positive dephasing strength and the
same reorganisation energy, the slower one is the one whose free energy lies further from `-lam`, on
either side. -/
theorem rate_lt_iff {V D : ℝ} (hV : V ≠ 0) (hD : 0 < D) (lam G₁ G₂ : ℝ) :
    (rate V D lam G₁).re < (rate V D lam G₂).re ↔ |lam + G₂| < |lam + G₁| := by
  have hA : 0 < V ^ 2 * Real.sqrt (π / D) := by positivity
  have h4 : 0 < 4 * D := by positivity
  rw [rate_eq_gaussian hD, rate_eq_gaussian hD, Complex.ofReal_re, Complex.ofReal_re,
    ← sq_lt_sq]
  -- the prefactor is common, so only the activation exponents matter
  have hexp : Real.exp (-(lam + G₁) ^ 2 / (4 * D)) < Real.exp (-(lam + G₂) ^ 2 / (4 * D)) ↔
      (lam + G₂) ^ 2 < (lam + G₁) ^ 2 := by
    rw [Real.exp_lt_exp, div_lt_div_iff_of_pos_right h4, neg_lt_neg_iff]
  rw [← hexp]
  exact ⟨fun h => lt_of_mul_lt_mul_left h hA.le, fun h => mul_lt_mul_of_pos_left h hA⟩
```

The inequality is stated for real parts, `.re`, because the order we want is the one on real numbers; the first theorem has already shown that nothing is lost. In the proof, `sq_lt_sq` trades absolute values for squares, `hexp` uses the monotonicity of the exponential, and the last line multiplies or cancels the positive prefactor.

Q: Give me numbers that I can check.

A: Take $\lambda=1$, $\beta=4$ and $V=1/10$. Then $D=1/4$, and

$$k(G)=\frac{2\sqrt{\pi}}{100}\,e^{-(1+G)^2}\approx0.03545\,e^{-(1+G)^2}.$$

| $G$ | $(1+G)^2$ | $k(G)$ |
|---|---|---|
| $1/2$ | $9/4$ | $0.00374$ |
| $0$ | $1$ | $0.01304$ |
| $-1/2$ | $1/4$ | $0.02761$ |
| $-1$ | $0$ | $0.03545$ |
| $-2$ | $1$ | $0.01304$ |

The rate rises until $G=-1$ and then falls. The values at $0$ and $-2$ agree because both lie at distance 1 from the peak. For detailed balance, compare $G=-1/2$ with $G=1/2$: the exponents differ by $9/4-1/4=2$, so the ratio is $e^2$, and $e^{-\beta G}=e^{2}$ as well.

Q: If I change the width, the peak height changes too. Is anything conserved?

A: The area under the curve is. Shifting the Gaussian to the origin gives

$$\int_{-\infty}^{\infty}e^{-(\lambda+G)^2/(4D)}\,dG=\sqrt{4\pi D},$$

and multiplying by the prefactor gives

$$\int_{-\infty}^{\infty}k(G)\,dG=V^2\sqrt{\frac{\pi}{D}}\sqrt{4\pi D}=2\pi V^2 .$$

Dephasing and reorganisation redistribute the rate over free energies, while the coupling alone fixes its total. The integral runs over $G$ with $V$, $D$ and $\lambda$ held constant, so it describes an idealised family of reactions in one environment.

```lean
/-- Sum rule: the rate integrated over all reaction free energies is `2 * π * V ^ 2`, for any
reorganisation energy and any positive dephasing strength. -/
theorem rate_sum_rule {D : ℝ} (hD : 0 < D) (V lam : ℝ) :
    ∫ G : ℝ, rate V D lam G = ((2 * π * V ^ 2 : ℝ) : ℂ) := by
  -- shift the Gaussian to the origin
  have hg : ∫ G : ℝ, Real.exp (-(lam + G) ^ 2 / (4 * D)) =
      Real.sqrt (π / (1 / (4 * D))) := by
    have h := integral_add_left_eq_self (μ := volume)
      (fun x : ℝ => Real.exp (-(1 / (4 * D)) * x ^ 2)) lam
    beta_reduce at h
    rw [integral_gaussian (1 / (4 * D))] at h
    rw [← h]
    congr 1
    ext G
    congr 1
    ring
  have hs : Real.sqrt (π / D) * Real.sqrt (π / (1 / (4 * D))) = 2 * π := by
    have hp : π / D * (π / (1 / (4 * D))) = (2 * π) ^ 2 := by
      field_simp
      ring
    rw [← Real.sqrt_mul (by positivity), hp, Real.sqrt_sq (by positivity)]
  simp_rw [rate_eq_gaussian hD]
  have hc : (∫ G : ℝ, ((V ^ 2 * Real.sqrt (π / D) *
      Real.exp (-(lam + G) ^ 2 / (4 * D)) : ℝ) : ℂ)) =
      ((∫ G : ℝ, V ^ 2 * Real.sqrt (π / D) *
        Real.exp (-(lam + G) ^ 2 / (4 * D)) : ℝ) : ℂ) :=
    integral_ofReal (𝕜 := ℂ)
  rw [hc, integral_const_mul, hg, mul_assoc, hs]
  congr 1
  ring

end

end GoldenRuleElectronTransfer
```

In the proof, `hg` performs the shift and evaluates the Gaussian, and `hs` multiplies the two square roots to obtain $2\pi$. The step `hc` moves the cast to complex numbers outside the integral, so that the calculation can be done with real functions.

Q: Which of my doubts should I keep?

A: Those about whether the model suits your system. The starting point is already a golden-rule expression, so weak coupling is assumed, and strong electronic mixing needs a different treatment. The dephasing is exactly Gaussian at all times, which leaves out quantised vibrations and their progressions in the lineshape. The coupling is a constant, independent of the nuclear configuration. And $D>0$ is needed throughout, since otherwise the integrand does not decay and the time integral does not converge.

Your original doubt has an answer within those limits. The width and the centre of the Gaussian are not independent once the temperature is given, and one forward rate and one backward rate at nonzero $G$ are enough to test whether they match.

```lean
#print axioms GoldenRuleElectronTransfer.marcus_rate
#print axioms GoldenRuleElectronTransfer.marcus_detailed_balance
#print axioms GoldenRuleElectronTransfer.rate_lt_iff
#print axioms GoldenRuleElectronTransfer.rate_sum_rule
```

```
'GoldenRuleElectronTransfer.marcus_rate' depends on axioms: [propext, Classical.choice, Quot.sound]
'GoldenRuleElectronTransfer.marcus_detailed_balance' depends on axioms: [propext, Classical.choice, Quot.sound]
'GoldenRuleElectronTransfer.rate_lt_iff' depends on axioms: [propext, Classical.choice, Quot.sound]
'GoldenRuleElectronTransfer.rate_sum_rule' depends on axioms: [propext, Classical.choice, Quot.sound]
```
